# At the imaginary-time crossing of a linear sweep, the ratio of nonadiabatic coupling to gap, times the remaining gap integral, tends to 1/6

Imaginary time is described here by a real parameter $s$, with $t = is$, and the gap and coupling along that axis are real functions of $s$. This avoids choosing a branch of a complex square root, but these functions must then be tied back to the Hamiltonian. For that reason the Hamiltonian and the coupling are defined over an arbitrary field, so that the same formulas can be evaluated at a real time and at $is$. Units have $\hbar = 1$.

```lean
import Mathlib

open Matrix Filter Topology Set

namespace ImaginaryTimeLandauZener

noncomputable section
```

## Hamiltonian, coupling and gap

Two diabatic levels with energies $\pm at$ are joined by a constant coupling $V$:

$$H(t) = \begin{pmatrix} at & V \\ V & -at \end{pmatrix}.$$

In `hamiltonian`, the time is the argument `z`.

```lean
/-- The linear-sweep two-level Hamiltonian at time `z`, real or complex. -/
def hamiltonian {K : Type*} [Field K] (a V z : K) : Matrix (Fin 2) (Fin 2) K :=
  !![a * z, V; V, -(a * z)]
```

The nonadiabatic coupling, obtained below by differentiating an adiabatic state, is $aV/\bigl(2(V^2 + a^2t^2)\bigr)$.

```lean
/-- The nonadiabatic coupling at time `z`, real or complex, for `V² + a² z² ≠ 0`. -/
def coupling {K : Type*} [Field K] (a V z : K) : K :=
  a * V / (2 * (V ^ 2 + a ^ 2 * z ^ 2))
```

At real times the adiabatic states are rotations of the diabatic ones by the angle

$$\alpha(t) = \frac{\pi}{4} - \frac12 \arctan\frac{at}{V}.$$

```lean
/-- The mixing angle of the adiabatic states at real time `t`, for `V ≠ 0`. -/
def angle (a V t : ℝ) : ℝ := Real.pi / 4 - Real.arctan (a * t / V) / 2
```

One state is $u = (\cos\alpha, \sin\alpha)$, which for $V > 0$ has the higher energy.

```lean
/-- The upper adiabatic state at real time `t`, for `V > 0`. -/
def upper (a V t : ℝ) : Fin 2 → ℝ := ![Real.cos (angle a V t), Real.sin (angle a V t)]
```

The other is $l = (\sin\alpha, -\cos\alpha)$. Its sign is chosen so that the coupling comes out positive for $a, V > 0$.

```lean
/-- The lower adiabatic state at real time `t`, for `V > 0`. -/
def lower (a V t : ℝ) : Fin 2 → ℝ := ![Real.sin (angle a V t), -Real.cos (angle a V t)]
```

Putting $t = is$ replaces $a^2t^2$ by $-a^2s^2$. The gap becomes $g(s) = 2\sqrt{V^2 - a^2s^2}$ and closes at $s = V/a$, the crossing.

```lean
/-- The gap at imaginary time `i s`, for `a² s² ≤ V²`. -/
def gapIm (a V s : ℝ) : ℝ := 2 * √(V ^ 2 - a ^ 2 * s ^ 2)
```

The same substitution turns the coupling into $c(s) = aV/\bigl(2(V^2 - a^2s^2)\bigr)$, which diverges at the crossing.

```lean
/-- The coupling at imaginary time `i s`, for `a² s² ≠ V²`. -/
def couplingIm (a V s : ℝ) : ℝ := a * V / (2 * (V ^ 2 - a ^ 2 * s ^ 2))
```

The gap integral that remains between $s$ and the crossing is

$$W(s) = \int_s^{V/a} g(t)\,dt,$$

where $t$ is now a real integration variable along the imaginary axis.

```lean
/-- The integral `W(s)` of the gap from `s` to the crossing at `V / a`, for `a ≠ 0` and
`a² s² ≤ V²`. -/
def action (a V s : ℝ) : ℝ := ∫ t in s..V / a, gapIm a V t
```

The dimensionless strength is $\gamma(s) = W(s)\,c(s)/g(s)$. It measures the coupling per unit of accumulated gap, $c/g$, against $1/W$.

```lean
/-- The dimensionless coupling strength `W c / g`, for `a > 0` and `a |s| < V`. -/
def strength (a V s : ℝ) : ℝ := action a V s * couplingIm a V s / gapIm a V s
```

## The coupling from real adiabatic states

Multiplying out gives

$$l \cdot H u = at \sin 2\alpha - V \cos 2\alpha.$$

With $\varphi = \arctan(at/V)$ we have $2\alpha = \pi/2 - \varphi$, so the right side is $at\cos\varphi - V\sin\varphi$. This vanishes because $\tan\varphi = at/V$. Since $u$ and $l$ are orthonormal and $H$ is symmetric, both are eigenvectors. In the proof, `hs` and `hc` are the double-angle formulas and `hk` is the tangent relation; `linear_combination` adds them up.

```lean
/-- At real times the Hamiltonian has no matrix element between the two adiabatic states,
provided `V ≠ 0`. -/
theorem adiabatic_decoupled (a t : ℝ) {V : ℝ} (hV : V ≠ 0) :
    lower a V t ⬝ᵥ (hamiltonian a V t *ᵥ upper a V t) = 0 := by
  have h2 : 2 * angle a V t = Real.pi / 2 - Real.arctan (a * t / V) := by
    unfold angle; ring
  have hs := Real.sin_two_mul (angle a V t)
  have hc := Real.cos_two_mul' (angle a V t)
  rw [h2, Real.sin_pi_div_two_sub] at hs
  rw [h2, Real.cos_pi_div_two_sub] at hc
  -- the tangent of `π / 2` minus the doubled angle is the ratio `a t / V`
  have ht := Real.tan_arctan (a * t / V)
  rw [Real.tan_eq_sin_div_cos, div_eq_iff (Real.cos_arctan_pos _).ne'] at ht
  have hk : V * Real.sin (Real.arctan (a * t / V))
      = a * t * Real.cos (Real.arctan (a * t / V)) := by
    rw [ht, ← mul_assoc, mul_div_cancel₀ _ hV]
  simp only [lower, upper, hamiltonian, Matrix.mulVec, dotProduct, Fin.sum_univ_two,
    Matrix.of_apply, Matrix.cons_val_zero, Matrix.cons_val_one]
  linear_combination (-(a * t)) * hs + V * hc - hk
```

Differentiating the angle gives

$$\alpha'(t) = -\frac12\,\frac{a/V}{1 + a^2t^2/V^2} = -\frac{aV}{2(V^2 + a^2t^2)}.$$

Hence $u' = \alpha'\,(-\sin\alpha, \cos\alpha)$ is the coupling times $l$. The step `hangle` is the derivative of the angle, and the two bullets treat the two components of $u$.

```lean
/-- For `V ≠ 0` the time derivative of the adiabatic state `upper` is `coupling` times the adiabatic
state `lower`. -/
theorem hasDerivAt_upper (a t : ℝ) {V : ℝ} (hV : V ≠ 0) :
    HasDerivAt (upper a V) (coupling a V t • lower a V t) t := by
  have h1 : HasDerivAt (fun t : ℝ => a * t / V) (a / V) t := by
    simpa using ((hasDerivAt_id t).const_mul a).div_const V
  have hp : V ^ 2 + a ^ 2 * t ^ 2 ≠ 0 := by positivity
  have hq : 1 + (a * t / V) ^ 2 = (V ^ 2 + a ^ 2 * t ^ 2) / V ^ 2 := by
    field_simp
  have hangle : HasDerivAt (angle a V) (-coupling a V t) t := by
    refine ((h1.arctan.div_const 2).const_sub (Real.pi / 4)).congr_deriv ?_
    rw [hq]
    unfold coupling
    field_simp
  refine hasDerivAt_pi.2 (Fin.forall_fin_two.2 ⟨?_, ?_⟩)
  · refine hangle.cos.congr_deriv ?_
    change -Real.sin (angle a V t) * -coupling a V t
      = coupling a V t * Real.sin (angle a V t)
    ring
  · refine hangle.sin.congr_deriv ?_
    change Real.cos (angle a V t) * -coupling a V t
      = coupling a V t * -Real.cos (angle a V t)
    ring
```

## The same formulas at imaginary time

The characteristic polynomial is $\det(H - E) = E^2 - V^2 - a^2z^2$. At $z = is$ it becomes

$$E^2 - (V^2 - a^2s^2) = \left(E - \tfrac{g}{2}\right)\left(E + \tfrac{g}{2}\right).$$

So for $a^2s^2 \le V^2$ the eigenvalues are $\pm g/2$, real although $H(is)$ is no longer Hermitian when $as \neq 0$. The factorisation is `hdet`.

```lean
/-- At imaginary time `i s` with `a² s² ≤ V²`, the eigenvalues of the Hamiltonian are plus
and minus half of `gapIm`. -/
theorem eigenvalue_imaginary_time {a V s : ℝ} (h : a ^ 2 * s ^ 2 ≤ V ^ 2) (E : ℂ) :
    (hamiltonian (a : ℂ) V (Complex.I * s) - E • (1 : Matrix (Fin 2) (Fin 2) ℂ)).det = 0 ↔
      E = (gapIm a V s : ℂ) / 2 ∨ E = -((gapIm a V s : ℂ) / 2) := by
  have hr : gapIm a V s ^ 2 = 4 * (V ^ 2 - a ^ 2 * s ^ 2) := by
    unfold gapIm
    rw [mul_pow, Real.sq_sqrt (by linarith)]
    norm_num
  have hg : (gapIm a V s : ℂ) ^ 2 = 4 * ((V : ℂ) ^ 2 - (a : ℂ) ^ 2 * (s : ℂ) ^ 2) := by
    exact_mod_cast hr
  have hdet : (hamiltonian (a : ℂ) V (Complex.I * s)
      - E • (1 : Matrix (Fin 2) (Fin 2) ℂ)).det
      = (E - (gapIm a V s : ℂ) / 2) * (E + (gapIm a V s : ℂ) / 2) := by
    rw [Matrix.det_fin_two]
    simp [hamiltonian]
    linear_combination (-((a : ℂ) ^ 2 * (s : ℂ) ^ 2)) * Complex.I_sq + (1 / 4) * hg
  rw [hdet, mul_eq_zero, sub_eq_zero, add_eq_zero_iff_eq_neg]
```

The coupling needs only $(is)^2 = -s^2$. The function $c$ is thus the coupling with respect to $t$, evaluated at $is$; a derivative with respect to $s$ would carry a further factor $i$.

```lean
/-- The coupling formula evaluated at imaginary time `i s` is `couplingIm`. -/
theorem coupling_imaginary_time (a V s : ℝ) :
    coupling (a : ℂ) V (Complex.I * s) = (couplingIm a V s : ℂ) := by
  have h : (V : ℂ) ^ 2 + (a : ℂ) ^ 2 * (Complex.I * s) ^ 2
      = (V : ℂ) ^ 2 - (a : ℂ) ^ 2 * (s : ℂ) ^ 2 := by
    linear_combination ((a : ℂ) ^ 2 * (s : ℂ) ^ 2) * Complex.I_sq
  unfold coupling couplingIm
  rw [h]
  push_cast
  rfl
```

## The first moment of the gap bounds its integral

The integral $W$ contains an arcsine, but the first moment of the gap is elementary. From

$$\frac{d}{dt}(V^2 - a^2t^2)^{3/2} = -3a^2\,t\,\sqrt{V^2 - a^2t^2}$$

and the vanishing of $V^2 - a^2t^2$ at $t = V/a$, it follows that

$$M(s) = \int_s^{V/a} t\,g(t)\,dt = \frac{2}{3a^2}\,(V^2 - a^2s^2)^{3/2}.$$

Lean writes the power $3/2$ as a quantity times its square root. The version of the fundamental theorem used here asks for the derivative only inside the interval, so the square root need not be differentiated at the crossing.

```lean
/-- The first moment of the gap between `s` and the crossing, for `a > 0` and
`0 ≤ s ≤ V / a`. -/
theorem gap_moment {a V s : ℝ} (ha : 0 < a) (hs : 0 ≤ s) (hsV : s ≤ V / a) :
    ∫ t in s..V / a, t * gapIm a V t
      = 2 / (3 * a ^ 2) * ((V ^ 2 - a ^ 2 * s ^ 2) * √(V ^ 2 - a ^ 2 * s ^ 2)) := by
  have hend : V ^ 2 - a ^ 2 * (V / a) ^ 2 = 0 := by
    rw [← mul_pow, mul_div_cancel₀ _ ha.ne', sub_self]
  have key := intervalIntegral.integral_eq_sub_of_hasDerivAt_of_le
    (f := fun t => -(2 / (3 * a ^ 2)) * ((V ^ 2 - a ^ 2 * t ^ 2) * √(V ^ 2 - a ^ 2 * t ^ 2)))
    (f' := fun t => t * gapIm a V t) hsV (by fun_prop) ?_
    (Continuous.intervalIntegrable (by unfold gapIm; fun_prop) _ _)
  · rw [key]
    simp only [hend]
    ring
  · intro x hx
    have hxV : x * a < V := (lt_div_iff₀ ha).1 hx.2
    have hx0 : 0 < x := lt_of_le_of_lt hs hx.1
    have hpos : 0 < V ^ 2 - a ^ 2 * x ^ 2 := by nlinarith [mul_pos hx0 ha]
    have hD : HasDerivAt (fun t : ℝ => V ^ 2 - a ^ 2 * t ^ 2) (-(2 * a ^ 2 * x)) x :=
      (((hasDerivAt_pow 2 x).const_mul (a ^ 2)).const_sub (V ^ 2)).congr_deriv
        (by norm_num; ring)
    refine ((hD.fun_mul (hD.sqrt hpos.ne')).const_mul (-(2 / (3 * a ^ 2)))).congr_deriv ?_
    have e : (V ^ 2 - a ^ 2 * x ^ 2) * (-(2 * a ^ 2 * x) / (2 * √(V ^ 2 - a ^ 2 * x ^ 2)))
        = -(a ^ 2 * x) * √(V ^ 2 - a ^ 2 * x ^ 2) := by
      rw [← Real.div_sqrt (x := V ^ 2 - a ^ 2 * x ^ 2)]
      rw [Real.div_sqrt]
      have hr := Real.sqrt_pos.2 hpos
      have hq := Real.sq_sqrt hpos.le
      rw [mul_div_assoc', div_eq_iff (by positivity)]
      linear_combination (2 * a ^ 2 * x) * hq
    rw [e]
    unfold gapIm
    generalize √(V ^ 2 - a ^ 2 * x ^ 2) = r
    field_simp
    ring
```

Let $0 < s < V/a$. Under the integral $s \le t \le V/a$, and $g \ge 0$, so

$$s\,W \le M \le \frac{V}{a}\,W, \qquad\text{that is,}\qquad \frac{a}{V}\,M \le W \le \frac{M}{s}.$$

The strength is

$$\gamma = \frac{aV\,W}{4\,(V^2 - a^2s^2)^{3/2}}.$$

Inserting $M$ cancels the power $3/2$ and leaves

$$\frac16 \le \gamma(s) \le \frac{V}{6as}.$$

In the proof, `h1` and `h2` are the two integral inequalities and `hS` is the formula for $\gamma$.

```lean
/-- For `a > 0` and `0 < s < V / a`, the coupling strength `W c / g` lies between `1/6`
and `V / (6 a s)`. -/
theorem strength_bounds {a V s : ℝ} (ha : 0 < a) (hs : 0 < s) (hsV : s < V / a) :
    1 / 6 ≤ strength a V s ∧ strength a V s ≤ V / (6 * a * s) := by
  have hlt : s * a < V := (lt_div_iff₀ ha).1 hsV
  have hV : 0 < V := lt_trans (mul_pos hs ha) hlt
  have hpos : 0 < V ^ 2 - a ^ 2 * s ^ 2 := by nlinarith [mul_pos hs ha]
  have hc : Continuous (gapIm a V) := by unfold gapIm; fun_prop
  have hg : ∀ t, 0 ≤ gapIm a V t := fun t => by unfold gapIm; positivity
  have hM := gap_moment ha hs.le hsV.le
  -- under the integral, s ≤ t ≤ V / a
  have h1 : s * action a V s ≤ ∫ t in s..V / a, t * gapIm a V t := by
    unfold action
    rw [← intervalIntegral.integral_const_mul]
    exact intervalIntegral.integral_mono_on hsV.le
      ((continuous_const.mul hc).intervalIntegrable _ _)
      ((continuous_id.mul hc).intervalIntegrable _ _)
      fun t ht => mul_le_mul_of_nonneg_right ht.1 (hg t)
  have h2 : ∫ t in s..V / a, t * gapIm a V t ≤ V / a * action a V s := by
    unfold action
    rw [← intervalIntegral.integral_const_mul]
    exact intervalIntegral.integral_mono_on hsV.le
      ((continuous_id.mul hc).intervalIntegrable _ _)
      ((continuous_const.mul hc).intervalIntegrable _ _)
      fun t ht => mul_le_mul_of_nonneg_right ht.2 (hg t)
  rw [hM] at h1 h2
  have hP : 0 < (V ^ 2 - a ^ 2 * s ^ 2) * √(V ^ 2 - a ^ 2 * s ^ 2) :=
    mul_pos hpos (Real.sqrt_pos.2 hpos)
  have hS : strength a V s = action a V s * (a * V)
      / (4 * ((V ^ 2 - a ^ 2 * s ^ 2) * √(V ^ 2 - a ^ 2 * s ^ 2))) := by
    unfold strength couplingIm gapIm
    rw [mul_div_assoc', div_div]
    congr 1
    ring
  rw [hS]
  generalize (V ^ 2 - a ^ 2 * s ^ 2) * √(V ^ 2 - a ^ 2 * s ^ 2) = P at *
  generalize action a V s = W at *
  rw [div_mul_eq_mul_div] at h1 h2
  rw [le_div_iff₀ (by positivity)] at h1
  rw [div_le_iff₀ (by positivity)] at h2
  have h2' : V / a * W * (3 * a ^ 2) = 3 * (W * (a * V)) := by field_simp
  rw [h2'] at h2
  constructor
  · rw [le_div_iff₀ (by positivity)]
    linarith
  · rw [div_le_div_iff₀ (by positivity) (by positivity)]
    nlinarith [mul_le_mul_of_nonneg_left h1 hV.le]
```

As $s \to V/a$ the upper bound tends to $1/6$, and the squeeze gives the limit.

The direction of approach, written `𝓝[<] (V / a)`, matters. With the full neighbourhood `𝓝 (V / a)` the statement would be false: beyond the crossing Lean's real square root of a negative number is zero, division by that zero gives zero, and `strength` is therefore $0$ there.

```lean
/-- For `a, V > 0`, the coupling strength `W c / g` tends to `1/6` as the crossing on the
imaginary time axis is approached from below. -/
theorem strength_tendsto {a V : ℝ} (ha : 0 < a) (hV : 0 < V) :
    Tendsto (strength a V) (𝓝[<] (V / a)) (𝓝 (1 / 6)) := by
  have h0 : 0 < V / a := div_pos hV ha
  have hcont : ContinuousAt (fun s : ℝ => V / (6 * a * s)) (V / a) :=
    ContinuousAt.div continuousAt_const (by fun_prop) (by positivity)
  have hval : V / (6 * a * (V / a)) = 1 / 6 := by
    rw [mul_assoc, mul_div_cancel₀ _ ha.ne', div_eq_div_iff (by positivity) (by norm_num)]
    ring
  have hup : Tendsto (fun s : ℝ => V / (6 * a * s)) (𝓝[<] (V / a)) (𝓝 (1 / 6)) := by
    rw [← hval]
    exact hcont.tendsto.mono_left nhdsWithin_le_nhds
  have hev : ∀ᶠ s in 𝓝[<] (V / a), s ∈ Ioo 0 (V / a) := Ioo_mem_nhdsLT h0
  exact tendsto_of_tendsto_of_tendsto_of_le_of_le' tendsto_const_nhds hup
    (hev.mono fun s hs => (strength_bounds ha hs.1 hs.2).1)
    (hev.mono fun s hs => (strength_bounds ha hs.1 hs.2).2)
```

## Prefactors π/3 and 1

In a slow sweep ($a \ll V^2$) that runs from $t = -\infty$ to $t = \infty$, the amplitude for a transition between the adiabatic states has the magnitude of a prefactor times $e^{-W(0)}$. Near the crossing $c/g$ behaves as $\gamma/W$, where $\gamma$ now stands for its limit at the crossing. This is a simple pole in the gap integral. First-order perturbation theory in the adiabatic basis turns this pole into the prefactor $2\pi\gamma$, while summing all orders gives $2\sin(\pi\gamma)$. Both expressions are inputs here: the file evaluates them and does not solve the time-dependent Schrödinger equation.

For small $\gamma$ they agree to first order, since $2\sin(\pi\gamma)$ vanishes at $\gamma = 0$ with slope $2\pi$.

```lean
/-- The sine prefactor `2 sin (π γ)` has slope `2 π` at zero coupling strength `γ`. -/
theorem sine_prefactor_slope :
    HasDerivAt (fun γ : ℝ => 2 * Real.sin (Real.pi * γ)) (2 * Real.pi) 0 := by
  have h : HasDerivAt (fun γ : ℝ => Real.pi * γ) Real.pi 0 := by
    simpa using (hasDerivAt_id (0 : ℝ)).const_mul Real.pi
  exact (h.sin.const_mul 2).congr_deriv (by simp)
```

At the crossing $\gamma \to 1/6$ for all $a, V > 0$, however small $V$ is, so

$$2\pi\gamma \to \frac{\pi}{3} > 1, \qquad 2\sin(\pi\gamma) \to 2\sin\frac{\pi}{6} = 1.$$

The proof passes the previous limit through two continuous functions and uses $\pi > 3$ for the inequality. For simulations of nonadiabatic transitions, this means that in a two-state model with linear sweep and constant coupling, first-order theory in the adiabatic basis overestimates the slow-sweep amplitude by about 5 per cent.

```lean
/-- For `a, V > 0`, at the crossing the first-order prefactor `2 π γ` with `γ = W c / g`
tends to `π / 3`, which exceeds one, while `2 sin (π γ)` tends to one. -/
theorem prefactors_at_crossing {a V : ℝ} (ha : 0 < a) (hV : 0 < V) :
    Tendsto (fun s => 2 * Real.pi * strength a V s) (𝓝[<] (V / a)) (𝓝 (Real.pi / 3)) ∧
    1 < Real.pi / 3 ∧
    Tendsto (fun s => 2 * Real.sin (Real.pi * strength a V s)) (𝓝[<] (V / a)) (𝓝 1) := by
  have h := strength_tendsto ha hV
  refine ⟨?_, by linarith [Real.pi_gt_three], ?_⟩
  · have e : Real.pi / 3 = 2 * Real.pi * (1 / 6) := by ring
    rw [e]
    exact h.const_mul _
  · have e : (1 : ℝ) = 2 * Real.sin (Real.pi * (1 / 6)) := by
      rw [mul_one_div, Real.sin_pi_div_six]
      norm_num
    have hc : Continuous fun γ : ℝ => 2 * Real.sin (Real.pi * γ) := by fun_prop
    have h' := (hc.tendsto (1 / 6)).comp h
    rw [← e] at h'
    exact h'
```

## The gap integral from the real axis

With $u = at/V$, now an integration variable, the full integral is a quarter of the unit disc up to a factor:

$$W(0) = \frac{2V^2}{a}\int_0^1 \sqrt{1 - u^2}\,du = \frac{2V^2}{a}\cdot\frac{\pi}{4} = \frac{\pi V^2}{2a}.$$

Lean obtains the quarter disc by symmetry from Mathlib's integral over $[-1, 1]$. With prefactor 1, the squared amplitude $e^{-2W(0)} = e^{-\pi V^2/a}$ is the Landau–Zener probability of staying on the same diabatic level, for diabatic energies that separate at the rate $2a$.

```lean
/-- For `a, V > 0`, the gap integrated from the real axis to the crossing is
`π V² / (2 a)`. -/
theorem action_zero {a V : ℝ} (ha : 0 < a) (hV : 0 < V) :
    action a V 0 = Real.pi * V ^ 2 / (2 * a) := by
  -- half of the area under the unit semicircle
  have hc : Continuous fun u : ℝ => √(1 - u ^ 2) := by fun_prop
  have hsplit := intervalIntegral.integral_add_adjacent_intervals
    (hc.intervalIntegrable (μ := MeasureTheory.volume) (-1) 0) (hc.intervalIntegrable 0 1)
  have hneg := intervalIntegral.integral_comp_neg (a := 0) (b := 1)
    (fun u : ℝ => √(1 - u ^ 2))
  simp only [neg_sq, neg_zero] at hneg
  rw [integral_sqrt_one_sub_sq, ← hneg] at hsplit
  have hg : ∀ t, gapIm a V t = 2 * V * √(1 - (a / V * t) ^ 2) := by
    intro t
    have e : V ^ 2 - a ^ 2 * t ^ 2 = V ^ 2 * (1 - (a / V * t) ^ 2) := by
      field_simp
    unfold gapIm
    rw [e, Real.sqrt_mul (sq_nonneg V), Real.sqrt_sq hV.le]
    ring
  have hone : a / V * (V / a) = 1 := by field_simp
  unfold action
  simp only [hg]
  rw [intervalIntegral.integral_const_mul,
    intervalIntegral.integral_comp_mul_left (fun u : ℝ => √(1 - u ^ 2)) (div_pos ha hV).ne',
    mul_zero, hone, smul_eq_mul]
  have hhalf : ∫ u in (0 : ℝ)..1, √(1 - u ^ 2) = Real.pi / 4 := by linarith
  rw [hhalf]
  field_simp
  norm_num

end

end ImaginaryTimeLandauZener
```

```lean
#print axioms ImaginaryTimeLandauZener.coupling_imaginary_time
-- 'ImaginaryTimeLandauZener.coupling_imaginary_time' depends on axioms: [propext, Classical.choice, Quot.sound]
#print axioms ImaginaryTimeLandauZener.sine_prefactor_slope
-- 'ImaginaryTimeLandauZener.sine_prefactor_slope' depends on axioms: [propext, Classical.choice, Quot.sound]
#print axioms ImaginaryTimeLandauZener.prefactors_at_crossing
-- 'ImaginaryTimeLandauZener.prefactors_at_crossing' depends on axioms: [propext, Classical.choice, Quot.sound]
#print axioms ImaginaryTimeLandauZener.action_zero
-- 'ImaginaryTimeLandauZener.action_zero' depends on axioms: [propext, Classical.choice, Quot.sound]
```
